# Bohr–Sommerfeld quantization of the sech² well in closed form

A particle is held in a smooth one-dimensional well that is deepest at the origin and flattens out exponentially on both sides. In units ħ = 2m = 1, and with energy measured from the flat region, a bound state with energy −k² falls off there as exp(−k|x|), so k > 0 is its decay constant. Which values of k does semiclassical quantization allow, and how close is the value for the lowest energy level to the exact one?

```lean
import Mathlib

open Real

namespace SechSquaredWell

noncomputable section
```

Measure length by the width of the well and let the potential be −v² sech² x with v > 0. The classical momentum at energy −k² is

p(x) = √(v²/cosh² x − k²).

```lean
/-- Local momentum at energy `-k²` in the well `-v² sech² x`, in units `ħ = 2m = 1`;
it is meant for the classically allowed region, where the radicand is nonnegative. -/
def localMomentum (v k x : ℝ) : ℝ := √(v ^ 2 / Real.cosh x ^ 2 - k ^ 2)
```

The motion reverses where p vanishes. For 0 < k < v the right turning point is given explicitly by

X = arsinh(√(v² − k²)/k).

```lean
/-- The right turning point of the motion at energy `-k²`, for `0 < k < v`. -/
def turningPoint (v k : ℝ) : ℝ := Real.arsinh (√(v ^ 2 - k ^ 2) / k)
```

The action A is the integral of p over a single crossing, from −X to X.

```lean
/-- The action integral of the local momentum between the two turning points,
for `0 < k < v`. -/
def wellAction (v k : ℝ) : ℝ :=
  ∫ x in (-turningPoint v k)..(turningPoint v k), localMomentum v k x
```

The quantization rule is a postulate here, not derived from the Schrödinger equation. It says that a standing wave fits between the turning points, where each soft turning point contributes a phase of π/4:

A = (n + 1/2)π, n = 0, 1, 2, …

The definition also requires 0 < k < v, so that the energy lies inside the well.

```lean
/-- The Bohr-Sommerfeld rule with two soft turning points, for a well parameter `v > 0`: `k` is
positive, the energy `-k²` lies inside the well and the action equals `(n + 1/2) π`. -/
def IsBohrSommerfeldLevel (v : ℝ) (n : ℕ) (k : ℝ) : Prop :=
  0 < k ∧ k < v ∧ wellAction v k = ((n : ℝ) + 1 / 2) * π
```

The integral will be done with the following phase function, in which X > 0 stands in for the depth:

Φ(x) = k cosh X · arcsin(coth X tanh x) − k arcsin(sinh x / sinh X).

```lean
/-- The semiclassical phase accumulated from the centre of the well to `x`, written with
the turning point `X > 0` in place of the depth. -/
def phase (k X x : ℝ) : ℝ :=
  k * Real.cosh X * Real.arcsin (Real.cosh X / Real.sinh X * (Real.sinh x / Real.cosh x))
    - k * Real.arcsin (Real.sinh x / Real.sinh X)
```

For the comparison with the exact problem, let ψ(x) = (cosh x)^(−s) with s real.

```lean
/-- The wave function `(sech x)^s`. -/
def sechPower (s x : ℝ) : ℝ := Real.cosh x ^ (-s)
```

## (a) The derivative of the phase

Let k > 0, −X < x < X and v = k cosh X. Show that

Φ′(x) = p(x).

**Solution.** Since |sinh x| < sinh X, the number W = √(cosh² X − cosh² x) is positive. Call the two arcsine arguments u₁ = coth X tanh x and u₂ = sinh x / sinh X. Using sinh² = cosh² − 1,

1 − u₁² = (sinh² X cosh² x − cosh² X sinh² x)/(sinh² X cosh² x) = W²/(sinh² X cosh² x),

1 − u₂² = (sinh² X − sinh² x)/sinh² X = W²/sinh² X.

The inner derivatives are u₁′ = cosh X/(sinh X cosh² x) and u₂′ = cosh x/sinh X. Dividing each by the matching square root gives

(arcsin u₁)′ = cosh X/(W cosh x), (arcsin u₂)′ = cosh x/W.

Hence

Φ′ = k cosh² X/(W cosh x) − k cosh x/W = k(cosh² X − cosh² x)/(W cosh x) = kW/cosh x.

The momentum is the same expression, because p² = k²(cosh² X − cosh² x)/cosh² x.

In the proof, `arc` is the arcsine derivative with its square root already named, `a1` and `a2` apply it to u₁ and u₂, `hF` is the chain rule, and `hp` rewrites the momentum as kW/cosh x.

```lean
/-- Strictly between the turning points, the derivative of the phase is the local momentum. -/
theorem phase_hasDerivAt {k X x : ℝ} (hk : 0 < k) (h1 : -X < x) (h2 : x < X) :
    HasDerivAt (phase k X) (localMomentum (k * Real.cosh X) k x) x := by
  have hS : 0 < Real.sinh X := Real.sinh_pos_iff.mpr (by linarith)
  have hc : 0 < Real.cosh x := Real.cosh_pos x
  have hl : -Real.sinh X < Real.sinh x := by
    rw [← Real.sinh_neg]
    exact Real.sinh_lt_sinh.mpr h1
  have hr : Real.sinh x < Real.sinh X := Real.sinh_lt_sinh.mpr h2
  have hC2 := Real.cosh_sq X
  have hc2 := Real.cosh_sq x
  have hpos : 0 < Real.cosh X ^ 2 - Real.cosh x ^ 2 := by nlinarith
  -- W is the common square root in both arcsine derivatives
  obtain ⟨W, hW, hCW⟩ : ∃ W : ℝ, 0 < W ∧ Real.cosh X ^ 2 - Real.cosh x ^ 2 = W ^ 2 :=
    ⟨_, Real.sqrt_pos.mpr hpos, (Real.sq_sqrt hpos.le).symm⟩
  have arc : ∀ u w : ℝ, 0 < w → 1 - u ^ 2 = w ^ 2 → HasDerivAt Real.arcsin (1 / w) u := by
    intro u w hw hu
    have hw2 : 0 < w ^ 2 := pow_pos hw 2
    have n1 : u ≠ -1 := by
      intro h
      rw [h] at hu
      linarith
    have n2 : u ≠ 1 := by
      intro h
      rw [h] at hu
      linarith
    have h := Real.hasDerivAt_arcsin n1 n2
    rwa [hu, Real.sqrt_sq hw.le] at h
  have a1 := arc (Real.cosh X / Real.sinh X * (Real.sinh x / Real.cosh x))
    (W / (Real.sinh X * Real.cosh x)) (by positivity) (by
      rw [div_pow W, ← hCW]
      field_simp
      rw [hC2, hc2]
      ring)
  have a2 := arc (Real.sinh x / Real.sinh X) (W / Real.sinh X) (by positivity) (by
      rw [div_pow W, ← hCW]
      field_simp
      rw [hC2, hc2]
      ring)
  have u1 := ((Real.hasDerivAt_sinh x).fun_div (Real.hasDerivAt_cosh x) hc.ne').const_mul
    (Real.cosh X / Real.sinh X)
  have u2 := (Real.hasDerivAt_sinh x).div_const (Real.sinh X)
  have hF := ((a1.comp x u1).const_mul (k * Real.cosh X)).fun_sub ((a2.comp x u2).const_mul k)
  have e : Real.cosh x * Real.cosh x - Real.sinh x * Real.sinh x = 1 := by
    linear_combination hc2
  have hp : localMomentum (k * Real.cosh X) k x = k * W / Real.cosh x := by
    have h : (k * Real.cosh X) ^ 2 / Real.cosh x ^ 2 - k ^ 2 = (k * W / Real.cosh x) ^ 2 := by
      rw [div_pow, mul_pow k W, ← hCW]
      field_simp
    rw [localMomentum, h, Real.sqrt_sq (by positivity)]
  rw [hp]
  refine HasDerivAt.congr_deriv (f := phase k X) hF ?_
  rw [e]
  calc _ = k * (Real.cosh X ^ 2 - Real.cosh x ^ 2) / (Real.cosh x * W) := by field_simp
    _ = k * W / Real.cosh x := by
      rw [hCW]
      field_simp
```

## (b) The action integral

Let k > 0 and X > 0 with cosh X = v/k. Show that

∫ p(x) dx from −X to X = π(v − k).

**Solution.** At x = X both arcsine arguments equal 1, and at x = −X both equal −1. With k cosh X = v,

Φ(X) = (v − k)π/2, Φ(−X) = −(v − k)π/2.

Each arcsine has an infinite slope at the turning points, so part (a) covers only the open interval. That is enough: Φ is continuous on the closed interval and p is integrable, so the integral is Φ(X) − Φ(−X) = π(v − k).

The Lean proof supplies these ingredients as `hcont` and `hmom`, and the endpoint values as `hR` and `hL`. The condition k < v is not listed because it follows from cosh X > 1.

The hypothesis X > 0 matters, since cosh X = v/k also holds at the left turning point. For v = 2, k = 1 and the negative X with cosh X = 2, the integral runs backwards and equals −π, while the formula would give π.

```lean
/-- The action integral of the `sech²` well between its turning points `±X` is `π (v - k)`. -/
theorem integral_localMomentum {v k X : ℝ} (hk : 0 < k) (hX : 0 < X)
    (hturn : Real.cosh X = v / k) :
    ∫ x in (-X)..X, localMomentum v k x = π * (v - k) := by
  have hv : v = k * Real.cosh X := by
    rw [hturn]
    field_simp
  have hS : Real.sinh X ≠ 0 := (Real.sinh_pos_iff.mpr hX).ne'
  have hC : Real.cosh X ≠ 0 := (Real.cosh_pos X).ne'
  have hcont : Continuous (phase k X) :=
    (continuous_const.mul (Real.continuous_arcsin.comp (continuous_const.mul
      (Real.continuous_sinh.div Real.continuous_cosh fun y => (Real.cosh_pos y).ne')))).sub
      (continuous_const.mul (Real.continuous_arcsin.comp (Real.continuous_sinh.div_const _)))
  have hmom : Continuous (localMomentum v k) :=
    Real.continuous_sqrt.comp ((continuous_const.div (Real.continuous_cosh.pow 2)
      fun y => pow_ne_zero 2 (Real.cosh_pos y).ne').sub continuous_const)
  -- both arcsines reach ±π/2 at the turning points
  have e1 : Real.cosh X / Real.sinh X * (Real.sinh X / Real.cosh X) = 1 := by field_simp
  have e2 : Real.cosh X / Real.sinh X * (-Real.sinh X / Real.cosh X) = -1 := by
    rw [neg_div, mul_neg, e1]
  have hR : phase k X X = k * Real.cosh X * (π / 2) - k * (π / 2) := by
    rw [phase, e1, div_self hS, Real.arcsin_one]
  have hL : phase k X (-X) = k * Real.cosh X * -(π / 2) - k * -(π / 2) := by
    rw [phase, Real.sinh_neg, Real.cosh_neg, e2, neg_div, div_self hS, Real.arcsin_neg,
      Real.arcsin_one]
  rw [intervalIntegral.integral_eq_sub_of_hasDerivAt_of_le (by linarith) hcont.continuousOn
    (fun x hx => by
      rw [hv]
      exact phase_hasDerivAt hk hx.1 hx.2) (hmom.intervalIntegrable _ _), hR, hL, hv]
  ring
```

## (c) The explicit turning point

For 0 < k < v, show that X = arsinh(√(v² − k²)/k) meets the conditions of part (b):

X > 0 and cosh X = v/k.

**Solution.** The argument of arsinh is positive, hence so is X. Moreover

cosh² X = 1 + sinh² X = 1 + (v² − k²)/k² = v²/k²,

and both cosh X and v/k are positive, so the roots agree. In Lean, `e` is this identity for the squares.

```lean
/-- For `0 < k < v` the turning point is positive and satisfies `cosh X = v / k`. -/
theorem turningPoint_spec {v k : ℝ} (hk : 0 < k) (hkv : k < v) :
    0 < turningPoint v k ∧ Real.cosh (turningPoint v k) = v / k := by
  have h : 0 < v ^ 2 - k ^ 2 := by nlinarith
  refine ⟨Real.arsinh_pos_iff.mpr (div_pos (Real.sqrt_pos.mpr h) hk), ?_⟩
  have e : 1 + (√(v ^ 2 - k ^ 2) / k) ^ 2 = (v / k) ^ 2 := by
    rw [div_pow, div_pow, Real.sq_sqrt h.le, sub_div, div_self (pow_ne_zero 2 hk.ne')]
    ring
  rw [turningPoint, Real.cosh_arsinh, e, Real.sqrt_sq (div_pos (hk.trans hkv) hk).le]
```

## (d) The allowed decay constants

Show that k satisfies the quantization rule for the quantum number n exactly when

k > 0 and k = v − (n + 1/2).

**Solution.** If the rule holds, parts (b) and (c) turn it into π(v − k) = (n + 1/2)π, and dividing by π gives the formula. Conversely, if k > 0 has this value, then k < v because n + 1/2 > 0, and the action is π(v − k) = (n + 1/2)π. At fixed v, then, k drops by 1 with each step in n.

A factor of 2 is quickly lost here. The rule is often written for a full period, with 2π(n + 1/2) on the right, whereas `wellAction` covers one crossing, which is half a period. Setting `wellAction` equal to 2π(n + 1/2) would double the spacing of k.

For one particle in this one-dimensional well, the formula gives a reference value against which a numerical semiclassical quadrature can be tested.

```lean
/-- Bohr-Sommerfeld quantization of the `sech²` well: the allowed `k` are exactly the
positive numbers `v - (n + 1/2)`. -/
theorem bohrSommerfeld_iff (v : ℝ) (n : ℕ) (k : ℝ) :
    IsBohrSommerfeldLevel v n k ↔ 0 < k ∧ k = v - ((n : ℝ) + 1 / 2) := by
  have hn : (0 : ℝ) ≤ n := Nat.cast_nonneg n
  have act : 0 < k → k < v → wellAction v k = π * (v - k) := fun hk hkv =>
    integral_localMomentum hk (turningPoint_spec hk hkv).1 (turningPoint_spec hk hkv).2
  constructor
  · rintro ⟨hk, hkv, h⟩
    rw [act hk hkv, mul_comm] at h
    have h' := mul_right_cancel₀ Real.pi_ne_zero h
    exact ⟨hk, by linarith⟩
  · rintro ⟨hk, h⟩
    have hkv : k < v := by linarith
    refine ⟨hk, hkv, ?_⟩
    rw [act hk hkv, h]
    ring
```

## (e) Which levels exist

Show that some k satisfies the rule for the quantum number n exactly when

n + 1/2 < v.

**Solution.** By part (d) the only candidate is k = v − (n + 1/2), and it is a level exactly when it is positive. The Lean proof uses the equivalence of part (d) once in each direction.

```lean
/-- Some `k` satisfies `IsBohrSommerfeldLevel v n k` exactly when `n + 1/2 < v`. -/
theorem exists_level_iff (v : ℝ) (n : ℕ) :
    (∃ k, IsBohrSommerfeldLevel v n k) ↔ (n : ℝ) + 1 / 2 < v := by
  constructor
  · rintro ⟨k, h⟩
    obtain ⟨hk, e⟩ := (bohrSommerfeld_iff v n k).mp h
    linarith
  · intro h
    exact ⟨_, (bohrSommerfeld_iff v n _).mpr ⟨by linarith, rfl⟩⟩
```

## (f) An exact solution

Show that for every real s the function ψ = (cosh x)^(−s) satisfies

ψ″ = (s² − s(s + 1) sech² x) ψ.

**Solution.** The first derivative is ψ′ = −s tanh x · ψ. Differentiating again,

ψ″ = −s sech² x · ψ + s² tanh² x · ψ,

and tanh² x = 1 − sech² x gives the claim. Compared with −ψ″ − v² sech² x · ψ = −k²ψ, for s > 0 this is the Schrödinger equation of the well with v² = s(s + 1) and k² = s².

The Lean statement says that ψ is differentiable and that its `deriv` has the stated derivative. The first clause is needed because `deriv` returns 0 where no derivative exists. In the proof, `d` is the formula for ψ′ and `t` the identity for tanh².

```lean
/-- The wave function `ψ = (sech x)^s` is differentiable and solves the Schrödinger equation
`ψ'' = (s² - s(s+1) sech² x) ψ`. -/
theorem sechPower_schrodinger (s x : ℝ) :
    DifferentiableAt ℝ (sechPower s) x ∧ HasDerivAt (deriv (sechPower s))
      ((s ^ 2 - s * (s + 1) / Real.cosh x ^ 2) * sechPower s x) x := by
  have d : ∀ y, HasDerivAt (sechPower s)
      (-s * (Real.sinh y / Real.cosh y) * sechPower s y) y := by
    intro y
    have hc := (Real.cosh_pos y).ne'
    refine HasDerivAt.congr_deriv (f := sechPower s)
      ((Real.hasDerivAt_cosh y).rpow_const (p := -s) (Or.inl hc)) ?_
    rw [Real.rpow_sub_one hc, sechPower]
    ring
  refine ⟨(d x).differentiableAt, ?_⟩
  have hc := (Real.cosh_pos x).ne'
  have e : Real.cosh x * Real.cosh x - Real.sinh x * Real.sinh x = 1 := by
    linear_combination Real.cosh_sq x
  have t : (Real.sinh x / Real.cosh x) ^ 2 = 1 - 1 / Real.cosh x ^ 2 := by
    rw [div_pow, Real.sinh_sq, sub_div, div_self (pow_ne_zero 2 hc)]
  rw [show deriv (sechPower s) = fun y => -s * (Real.sinh y / Real.cosh y) * sechPower s y
    from funext fun y => (d y).deriv]
  refine ((((Real.hasDerivAt_sinh x).fun_div (Real.hasDerivAt_cosh x) hc).const_mul
    (-s)).fun_mul (d x)).congr_deriv ?_
  rw [e]
  linear_combination s ^ 2 * sechPower s x * t
```

## (g) Decay of the exact solution

For s > 0, show that

0 < ψ(x) ≤ 2^s exp(−s|x|).

**Solution.** Positivity is clear from cosh x > 0. Since cosh x = (exp|x| + exp(−|x|))/2 ≥ exp|x|/2, raising to the negative power −s reverses the inequality and gives the bound. Lean takes logarithms first and then compares exponents.

So ψ is square-integrable and describes a bound state. Its decay constant is exactly s, because cosh x ≤ exp|x| also gives ψ(x) ≥ exp(−s|x|); this lower bound is not part of the Lean statement. The normalised function is ψ/√N with N = √π Γ(s)/Γ(s + 1/2). That a bound state without nodes is the ground state is taken from the general theory of one-dimensional wells, not from the code.

```lean
/-- For `s > 0` the wave function `(sech x)^s` is positive and decays at least as fast as
`exp (-s |x|)`, up to the factor `2^s`. -/
theorem sechPower_decay {s : ℝ} (hs : 0 < s) (x : ℝ) :
    0 < sechPower s x ∧ sechPower s x ≤ 2 ^ s * Real.exp (-s * |x|) := by
  have hc := Real.cosh_pos x
  refine ⟨Real.rpow_pos_of_pos hc _, ?_⟩
  have h : Real.exp |x| / 2 ≤ Real.cosh x := by
    rw [← Real.cosh_abs, Real.cosh_eq]
    linarith [Real.exp_pos (-|x|)]
  have hl := Real.log_le_log (by positivity) h
  rw [Real.log_div (Real.exp_pos _).ne' two_ne_zero, Real.log_exp] at hl
  rw [sechPower, Real.rpow_def_of_pos hc, Real.rpow_def_of_pos two_pos, ← Real.exp_add]
  apply Real.exp_le_exp.mpr
  nlinarith [mul_le_mul_of_nonneg_left hl hs.le]
```

## (h) The error of the lowest level

Let s > 0 and v² = s(s + 1), and let k be the semiclassical value for n = 0. Show that

0 < s − k < 1/(8v).

**Solution.** By part (d), k = v − 1/2, so the error is d = s − k = s + 1/2 − v. From (s + 1/2)² = v² + 1/4,

d(s + 1/2 + v) = 1/4, that is, d(d + 2v) = 1/4.

The factor s + 1/2 + v is positive, hence d > 0. Then 2vd = 1/4 − d² < 1/4, which is the upper bound. In Lean, `q` is the product identity and `hd` the positivity of d.

The hypothesis that k is a level forces v > 1/2. In a shallower well the rule gives no level at all, although the bound state of parts (f) and (g) is still there. The estimate also concerns k and not the energy: the energy difference s² − k² = d(s + k) tends to 1/4 as the well deepens.

```lean
/-- In a well with `v² = s(s+1)`, the Bohr-Sommerfeld value of `k` for `n = 0` lies below
the decay constant `s` of the solution `(sech x)^s`, by less than `1/(8v)`. -/
theorem lowest_level_error {v s k : ℝ} (hs : 0 < s) (hv : v ^ 2 = s * (s + 1))
    (hk : IsBohrSommerfeldLevel v 0 k) : 0 < s - k ∧ s - k < 1 / (8 * v) := by
  have hv0 : 0 < v := hk.1.trans hk.2.1
  have e := ((bohrSommerfeld_iff v 0 k).mp hk).2
  norm_num at e
  -- the error d = s - k satisfies d (s + 1/2 + v) = 1/4
  have q : (s - k) * (s + 1 / 2 + v) = 1 / 4 := by
    rw [e]
    linear_combination -hv
  have hd : 0 < s - k := by
    by_contra h
    nlinarith [mul_nonneg (sub_nonneg.mpr (not_lt.mp h)) (by positivity : 0 ≤ s + 1 / 2 + v)]
  refine ⟨hd, ?_⟩
  rw [lt_div_iff₀ (by positivity)]
  have hsum : s + 1 / 2 + v = (s - k) + 2 * v := by
    rw [e]
    ring
  rw [hsum] at q
  nlinarith [mul_pos hd hd]

end

end SechSquaredWell
```

```lean
#print axioms SechSquaredWell.bohrSommerfeld_iff
#print axioms SechSquaredWell.exists_level_iff
#print axioms SechSquaredWell.sechPower_decay
#print axioms SechSquaredWell.lowest_level_error
```

```
'SechSquaredWell.bohrSommerfeld_iff' depends on axioms: [propext, Classical.choice, Quot.sound]
'SechSquaredWell.exists_level_iff' depends on axioms: [propext, Classical.choice, Quot.sound]
'SechSquaredWell.sechPower_decay' depends on axioms: [propext, Classical.choice, Quot.sound]
'SechSquaredWell.lowest_level_error' depends on axioms: [propext, Classical.choice, Quot.sound]
```
